# Every real symplectic matrix without eigenvalue −1 is an implicit midpoint step for a unique symmetric Hessian

## A harmonic system advanced by one step

Simulate coupled harmonic oscillators with a symplectic integrator that is linear for such forces, such as velocity Verlet. One step multiplies the phase-space vector z = (q, p) by a fixed matrix M. Could the implicit midpoint rule have produced the same step, perhaps with a different quadratic Hamiltonian?

For the energy ½ zᵀSz, with the time step absorbed in S, the midpoint rule reads

z' = z + JS(z + z')/2, J = [[0, I], [−I, 0]].

Put K = JS/2 and collect terms: (I − K)z' = (I + K)z. If I − K is invertible, the update matrix is (I − K)⁻¹(I + K).

## The claim and its Lean terms

Let M be real with MᵀJM = J and I + M invertible. Then exactly one real symmetric S has I − JS/2 invertible and M = (I − JS/2)⁻¹(I + JS/2).

This is `existsUnique_midpoint`. The finite type `l` labels degrees of freedom, and `l ⊕ l` lists positions, then momenta. `IsSymplectic M` is the condition MᵀJM = J, `IsUnit` means invertible, and `midpointMatrix S` is the update matrix. The matrix S is called `generator M`; in textbooks "generator" more often means JS or a logarithm of M.

S need not be positive definite, and it is generally not the time step times the Hessian of the energy being simulated. Anharmonic forces make the step nonlinear: its Jacobian varies over phase space, and the theorem supplies no single Hamiltonian for the whole map.

## Solving for the Hessian

Block multiplication gives J² = −I and Jᵀ = −J. The equation (I − K)M = I + K rearranges to M − I = K(I + M). With N = (I + M)⁻¹, this forces

K = (M − I)N, S = −2JK = −2J(M − I)N,

so there is at most one S.

This S works. Since M − I = (I + M) − 2I, we have K = I − 2N. Hence I − K = 2N is invertible, and

(I − K)M = 2N((I + M) − I) = 2I − 2N = I + K.

Symmetry uses MᵀJM = J:

(Mᵀ − I)J(I + M) = MᵀJ − JM = −(I + Mᵀ)J(M − I).

Multiplying by Nᵀ on the left and N on the right gives KᵀJ = −JK. Therefore Sᵀ = −2KᵀJᵀ = 2KᵀJ = −2JK = S.

## The excluded inversion, and rotations

For any midpoint matrix M, (I − K)(I + M) = (I − K) + (I + K) = 2I, so I + M is invertible. With at least one degree of freedom, −I is symplectic but is therefore never a midpoint matrix.

The exact flow of unit oscillators for time θ is cos θ I + sin θ J. If cos(θ/2) ≠ 0, set t = tan(θ/2) and S = 2tI, so K = tJ. Then I − tJ has inverse (I + tJ)/(1 + t²), and

(I − tJ)(cos θ I + sin θ J) = (cos θ + t sin θ)I + (sin θ − t cos θ)J = I + tJ

by the half-angle formulas.

## One oscillator with time step 1

Take unit mass and frequency, and update p' = p − q, then q' = q + p' = p. Thus

M = [[0, 1], [−1, 1]], (I + M)⁻¹ = ⅓[[2, −1], [1, 1]],

K = ⅓[[−1, 2], [−2, 1]], S = ⅓[[4, −2], [−2, 4]].

The midpoint energy is ⅔(q² − qp + p²), not ½(q² + p²). Substituting q' and p' shows that the step conserves it.

## Keeping the time step visible

The model could instead carry a time step h and a Hessian H with S = hH. For h ≠ 0 the result is the same, with H = S/h. At h = 0 only M = I is reachable, and with at least one degree of freedom H is no longer unique.

## The Lean file

```lean
import Mathlib

open scoped Matrix

namespace SymplecticMidpoint

noncomputable section

variable {l : Type*} [Fintype l] [DecidableEq l]

/-- The canonical structure matrix `J = [[0, I], [-I, 0]]` on phase space, positions first and
momenta second. -/
def J : Matrix (l ⊕ l) (l ⊕ l) ℝ := Matrix.fromBlocks 0 1 (-1) 0

/-- A linear phase-space map `M` is symplectic when `Mᵀ J M = J`. -/
def IsSymplectic (M : Matrix (l ⊕ l) (l ⊕ l) ℝ) : Prop := Mᵀ * J * M = J

/-- The implicit midpoint matrix `(I - JS/2)⁻¹ (I + JS/2)` for the Hessian `S` (time step
absorbed in `S`), meant for `S` with `I - JS/2` invertible. -/
def midpointMatrix (S : Matrix (l ⊕ l) (l ⊕ l) ℝ) : Matrix (l ⊕ l) (l ⊕ l) ℝ :=
  (1 - (1 / 2 : ℝ) • (J * S))⁻¹ * (1 + (1 / 2 : ℝ) • (J * S))

/-- The matrix `-2 J (M - I) (I + M)⁻¹` attached to a step `M`, meant for `M` with `I + M`
invertible. -/
def generator (M : Matrix (l ⊕ l) (l ⊕ l) ℝ) : Matrix (l ⊕ l) (l ⊕ l) ℝ :=
  (-2 : ℝ) • (J * ((M - 1) * (1 + M)⁻¹))

/-- The structure matrix squares to minus the identity. -/
theorem J_mul_J : (J : Matrix (l ⊕ l) (l ⊕ l) ℝ) * J = -1 := by
  rw [J, Matrix.fromBlocks_multiply, ← Matrix.fromBlocks_one, Matrix.fromBlocks_neg]
  simp

/-- If `I - JS/2` is invertible, `M` is the midpoint matrix of `S` exactly when
`(I - JS/2) M = I + JS/2`. -/
theorem eq_midpoint_iff {S M : Matrix (l ⊕ l) (l ⊕ l) ℝ}
    (h : IsUnit (1 - (1 / 2 : ℝ) • (J * S))) :
    M = midpointMatrix S ↔
      (1 - (1 / 2 : ℝ) • (J * S)) * M = 1 + (1 / 2 : ℝ) • (J * S) := by
  have hd := (Matrix.isUnit_iff_isUnit_det _).mp h
  constructor
  · rintro rfl
    rw [midpointMatrix, ← mul_assoc, Matrix.mul_nonsing_inv _ hd, one_mul]
  · intro e
    rw [midpointMatrix, ← e, ← mul_assoc, Matrix.nonsing_inv_mul _ hd, one_mul]

/-- If `I - JS/2` is invertible, the midpoint matrix carries `z` to `z'` exactly when
`z' = z + JS (z + z')/2`, the implicit midpoint rule for the linear flow `dz/dt = JS z`. -/
theorem midpoint_step_iff {S : Matrix (l ⊕ l) (l ⊕ l) ℝ}
    (h : IsUnit (1 - (1 / 2 : ℝ) • (J * S))) (z z' : l ⊕ l → ℝ) :
    z' = midpointMatrix S *ᵥ z ↔ z' = z + (J * S) *ᵥ ((1 / 2 : ℝ) • (z + z')) := by
  have hd := (Matrix.isUnit_iff_isUnit_det _).mp h
  have key : (1 - (1 / 2 : ℝ) • (J * S)) *ᵥ z' = (1 + (1 / 2 : ℝ) • (J * S)) *ᵥ z ↔
      z' = z + (J * S) *ᵥ ((1 / 2 : ℝ) • (z + z')) := by
    simp only [Matrix.sub_mulVec, Matrix.add_mulVec, Matrix.one_mulVec, Matrix.smul_mulVec,
      Matrix.mulVec_smul, Matrix.mulVec_add]
    constructor <;> intro e <;> linear_combination (norm := module) e
  rw [← key]
  constructor
  · rintro rfl
    rw [Matrix.mulVec_mulVec, (eq_midpoint_iff h).mp rfl]
  · intro e
    rw [midpointMatrix, ← Matrix.mulVec_mulVec, ← e, Matrix.mulVec_mulVec,
      Matrix.nonsing_inv_mul _ hd, Matrix.one_mulVec]

/-- For a symplectic `M` with `I + M` invertible, the generator is a symmetric matrix. -/
theorem generator_isSymm {M : Matrix (l ⊕ l) (l ⊕ l) ℝ} (h : IsSymplectic M)
    (hM : IsUnit (1 + M)) : (generator M).IsSymm := by
  have h' : Mᵀ * J * M = J := h
  have hJ : (J : Matrix (l ⊕ l) (l ⊕ l) ℝ)ᵀ = -J := by
    rw [J, Matrix.fromBlocks_transpose, Matrix.fromBlocks_neg]
    simp
  -- symplecticity, rewritten for the factors M - 1 and 1 + M
  have key : (Mᵀ - 1) * J * (1 + M) = -((1 + Mᵀ) * J * (M - 1)) := by
    linear_combination (norm := noncomm_ring) h' + h'
  have hS : ∀ N, (1 + M) * N = 1 → ((M - 1) * N)ᵀ * J = -(J * ((M - 1) * N)) := by
    intro N hN
    have hNt : Nᵀ * (1 + Mᵀ) = 1 := by
      have := congrArg Matrix.transpose hN
      rwa [Matrix.transpose_mul, Matrix.transpose_add, Matrix.transpose_one] at this
    calc ((M - 1) * N)ᵀ * J = Nᵀ * ((Mᵀ - 1) * J * ((1 + M) * N)) := by
          rw [hN, mul_one, Matrix.transpose_mul, Matrix.transpose_sub, Matrix.transpose_one,
            mul_assoc]
      _ = Nᵀ * ((Mᵀ - 1) * J * (1 + M)) * N := by simp only [mul_assoc]
      _ = -((Nᵀ * (1 + Mᵀ)) * (J * ((M - 1) * N))) := by
          rw [key]
          simp only [mul_neg, neg_mul, mul_assoc]
      _ = -(J * ((M - 1) * N)) := by rw [hNt, one_mul]
  have hN := Matrix.mul_nonsing_inv _ ((Matrix.isUnit_iff_isUnit_det _).mp hM)
  rw [Matrix.IsSymm, generator, Matrix.transpose_smul, Matrix.transpose_mul, hJ, mul_neg,
    hS _ hN, neg_neg]

/-- If `I + M` is invertible and `S` is the generator of `M`, then `I - JS/2` is invertible and
the midpoint matrix of `S` is `M`. -/
theorem midpoint_generator {M : Matrix (l ⊕ l) (l ⊕ l) ℝ} (hM : IsUnit (1 + M)) :
    IsUnit (1 - (1 / 2 : ℝ) • (J * generator M)) ∧ M = midpointMatrix (generator M) := by
  have hd := (Matrix.isUnit_iff_isUnit_det _).mp hM
  have hN := Matrix.mul_nonsing_inv _ hd
  have hN' := Matrix.nonsing_inv_mul _ hd
  -- JS/2 = 1 - 2 (1 + M)⁻¹
  have hK : (1 / 2 : ℝ) • (J * generator M) = 1 - (2 : ℝ) • (1 + M)⁻¹ := by
    have h1 : (M - 1) * (1 + M)⁻¹ = (1 + M) * (1 + M)⁻¹ - (2 : ℝ) • (1 + M)⁻¹ := by
      rw [sub_mul, add_mul, one_mul]
      module
    rw [generator, h1, hN, Matrix.mul_smul, ← mul_assoc J J, J_mul_J, neg_one_mul]
    module
  have hu : IsUnit (1 - (1 / 2 : ℝ) • (J * generator M)) := by
    have e : ((1 / 2 : ℝ) • (1 + M)) * (1 - (1 / 2 : ℝ) • (J * generator M)) = 1 := by
      rw [hK, sub_sub_cancel, Matrix.smul_mul, Matrix.mul_smul, hN]
      module
    exact ⟨⟨_, _, mul_eq_one_comm.mp e, e⟩, rfl⟩
  refine ⟨hu, (eq_midpoint_iff hu).mpr ?_⟩
  rw [mul_add, mul_one] at hN'
  rw [hK, sub_sub_cancel, Matrix.smul_mul, eq_sub_of_add_eq' hN']
  module

/-- If `I - JS/2` is invertible and `M` is the midpoint matrix of `S`, then `I + M` is
invertible. -/
theorem isUnit_one_add_midpoint {S : Matrix (l ⊕ l) (l ⊕ l) ℝ}
    (h : IsUnit (1 - (1 / 2 : ℝ) • (J * S))) : IsUnit (1 + midpointMatrix S) := by
  have e : ((1 / 2 : ℝ) • (1 - (1 / 2 : ℝ) • (J * S))) * (1 + midpointMatrix S) = 1 := by
    rw [Matrix.smul_mul, mul_add, mul_one, (eq_midpoint_iff h).mp rfl]
    module
  exact ⟨⟨_, _, mul_eq_one_comm.mp e, e⟩, rfl⟩

/-- If `I - JS/2` is invertible, the generator of the midpoint matrix of `S` is `S` itself. -/
theorem generator_midpoint {S : Matrix (l ⊕ l) (l ⊕ l) ℝ}
    (h : IsUnit (1 - (1 / 2 : ℝ) • (J * S))) : generator (midpointMatrix S) = S := by
  have hd := (Matrix.isUnit_iff_isUnit_det _).mp (isUnit_one_add_midpoint h)
  have e := (eq_midpoint_iff h).mp rfl
  rw [sub_mul, one_mul] at e
  have e' : midpointMatrix S - 1 = ((1 / 2 : ℝ) • (J * S)) * (1 + midpointMatrix S) := by
    rw [mul_add, mul_one]
    linear_combination (norm := module) e
  rw [generator, e', mul_assoc, Matrix.mul_nonsing_inv _ hd, mul_one, Matrix.mul_smul,
    ← mul_assoc J J, J_mul_J, neg_one_mul]
  module

/-- Every symplectic `M` with `I + M` invertible is an implicit midpoint step: there is exactly
one symmetric `S` with `I - JS/2` invertible and `M = (I - JS/2)⁻¹ (I + JS/2)`. -/
theorem existsUnique_midpoint {M : Matrix (l ⊕ l) (l ⊕ l) ℝ} (h : IsSymplectic M)
    (hM : IsUnit (1 + M)) :
    ∃! S : Matrix (l ⊕ l) (l ⊕ l) ℝ,
      S.IsSymm ∧ IsUnit (1 - (1 / 2 : ℝ) • (J * S)) ∧ M = midpointMatrix S := by
  refine ⟨generator M, ⟨generator_isSymm h hM, midpoint_generator hM⟩, ?_⟩
  rintro S ⟨_, hS, rfl⟩
  exact (generator_midpoint hS).symm

/-- With at least one degree of freedom, the inversion `-I` is symplectic but is not the midpoint
matrix of any `S` with `I - JS/2` invertible. -/
theorem neg_one_not_midpoint [Nonempty l] :
    IsSymplectic (-1 : Matrix (l ⊕ l) (l ⊕ l) ℝ) ∧
      ∀ S : Matrix (l ⊕ l) (l ⊕ l) ℝ, IsUnit (1 - (1 / 2 : ℝ) • (J * S)) →
        midpointMatrix S ≠ -1 := by
  refine ⟨by simp [IsSymplectic], fun S hS e => ?_⟩
  have hu := isUnit_one_add_midpoint hS
  rw [e, add_neg_cancel] at hu
  exact not_isUnit_zero hu

/-- If `cos (θ/2) ≠ 0`, the phase-space rotation `cos θ I + sin θ J` is the midpoint matrix of
`S = 2 tan (θ/2) I`, and `I - JS/2` is invertible. -/
theorem rotation_eq_midpoint (θ : ℝ) (hθ : Real.cos (θ / 2) ≠ 0) :
    IsUnit (1 - (1 / 2 : ℝ) • (J * ((2 * Real.tan (θ / 2)) •
      (1 : Matrix (l ⊕ l) (l ⊕ l) ℝ)))) ∧
    Real.cos θ • (1 : Matrix (l ⊕ l) (l ⊕ l) ℝ) + Real.sin θ • J =
      midpointMatrix ((2 * Real.tan (θ / 2)) • 1) := by
  have ht := Real.tan_mul_cos hθ
  have hc : Real.cos θ = 2 * Real.cos (θ / 2) ^ 2 - 1 := by
    rw [← Real.cos_two_mul, mul_div_cancel₀ θ (two_ne_zero)]
  have hs : Real.sin θ = 2 * Real.sin (θ / 2) * Real.cos (θ / 2) := by
    rw [← Real.sin_two_mul, mul_div_cancel₀ θ (two_ne_zero)]
  have h1 := Real.sin_sq_add_cos_sq (θ / 2)
  generalize Real.tan (θ / 2) = t at *
  have hK : (1 / 2 : ℝ) • (J * ((2 * t) • (1 : Matrix (l ⊕ l) (l ⊕ l) ℝ))) = t • J := by
    rw [Matrix.mul_smul, mul_one]
    module
  -- I and J multiply like 1 and an imaginary unit
  have hp : ∀ c s : ℝ, (1 - t • J) * (c • (1 : Matrix (l ⊕ l) (l ⊕ l) ℝ) + s • J) =
      (c + t * s) • 1 + (s - t * c) • J := by
    intro c s
    simp only [sub_mul, mul_add, one_mul, Matrix.smul_mul, Matrix.mul_smul, mul_one, J_mul_J]
    module
  have hu : IsUnit (1 - (1 / 2 : ℝ) • (J * ((2 * t) •
      (1 : Matrix (l ⊕ l) (l ⊕ l) ℝ)))) := by
    have hpos : 1 + t ^ 2 ≠ 0 := by positivity
    have e := hp (1 / (1 + t ^ 2)) (t / (1 + t ^ 2))
    have e1 : 1 / (1 + t ^ 2) + t * (t / (1 + t ^ 2)) = 1 := by
      field_simp
    have e2 : t / (1 + t ^ 2) - t * (1 / (1 + t ^ 2)) = 0 := by ring
    rw [e1, e2, one_smul, zero_smul, add_zero] at e
    rw [hK]
    exact ⟨⟨_, _, e, mul_eq_one_comm.mp e⟩, rfl⟩
  refine ⟨hu, (eq_midpoint_iff hu).mpr ?_⟩
  -- half-angle identities
  have e1 : Real.cos θ + t * Real.sin θ = 1 := by
    rw [hc, hs]
    linear_combination 2 * Real.sin (θ / 2) * ht + 2 * h1
  have e2 : Real.sin θ - t * Real.cos θ = t := by
    rw [hc, hs]
    linear_combination (-2 * Real.cos (θ / 2)) * ht
  rw [hK, hp, e1, e2, one_smul]

end

end SymplecticMidpoint
```

```lean
#print axioms SymplecticMidpoint.midpoint_step_iff
-- 'SymplecticMidpoint.midpoint_step_iff' depends on axioms: [propext, Classical.choice, Quot.sound]
#print axioms SymplecticMidpoint.existsUnique_midpoint
-- 'SymplecticMidpoint.existsUnique_midpoint' depends on axioms: [propext, Classical.choice, Quot.sound]
#print axioms SymplecticMidpoint.neg_one_not_midpoint
-- 'SymplecticMidpoint.neg_one_not_midpoint' depends on axioms: [propext, Classical.choice, Quot.sound]
#print axioms SymplecticMidpoint.rotation_eq_midpoint
-- 'SymplecticMidpoint.rotation_eq_midpoint' depends on axioms: [propext, Classical.choice, Quot.sound]
```

## From the algebra to the proof

`eq_midpoint_iff` clears the inverse from the matrix equation, and `midpoint_step_iff` connects the matrix to the midpoint rule for vectors.

In `generator_isSymm`, `key` is the symplectic identity above; `linear_combination` obtains it by adding the hypothesis to itself. The `calc` block then multiplies by Nᵀ and N.

In `midpoint_generator`, `hK` is K = I − 2N. Invertibility follows from a one-sided inverse, which `mul_eq_one_comm` makes two-sided for square matrices. `isUnit_one_add_midpoint` uses the product 2I in the same way.

`generator_midpoint` recovers S from its midpoint matrix without assuming symmetry, so the final uniqueness argument discards that hypothesis. `neg_one_not_midpoint` reduces to the zero matrix being non-invertible. In `rotation_eq_midpoint`, `hp` is the product rule for I and J, while `e1` and `e2` are the half-angle identities in its last step.
